# A criterion for coarse-grid correction to amplify an eigenmode shared by two grids

The coarse operator $G$ is taken here as a matrix in its own right, not computed from the fine operator $H$. This allows $G$ to come from discretising the physical problem afresh on the coarse grid, provided that the conditions below hold. The two matrices are tied together through a single coarse vector $v$: it is an eigenvector of $G$ with eigenvalue $b$, and its interpolation $Pv$ to the fine grid is an eigenvector of $H$ with eigenvalue $a$. If restriction undoes interpolation and $G-E$ is invertible, one coarse-grid correction for $(H-E)x=f$ multiplies an error equal to $Pv$ by $(b-a)/(b-E)$. Such an error grows exactly when $|b-E|<|b-a|$. In a general error, other parts may also feed into this mode.

This bears on multigrid solvers for shifted systems, such as those inside shift-and-invert eigensolvers, but only for finite matrices, for modes shared in this exact sense, and for the coarse step without smoothing.

## The correction step and its error

```lean
import Mathlib

open Matrix

namespace CoarseGridCorrection

noncomputable section

variable {n m : Type*} [Fintype n] [DecidableEq n] [Fintype m] [DecidableEq m]
```

The types `n` and `m` label the fine and coarse grid points. Both are finite. A vector on the fine grid is a function `n → ℂ`, that is, one complex number per point.

```lean
/-- One coarse-grid step for `(H - E) x = f`: restrict the residual, solve with the coarse
operator `G - E`, and add the prolonged result. The domain is `G - E` invertible. -/
def coarseStep (H : Matrix n n ℂ) (G : Matrix m m ℂ) (P : Matrix n m ℂ) (R : Matrix m n ℂ)
    (E : ℂ) (f x : n → ℂ) : n → ℂ :=
  x + P *ᵥ ((G - E • 1)⁻¹ *ᵥ (R *ᵥ (f - (H - E • 1) *ᵥ x)))
```

Here `P` is the prolongation (interpolation from coarse to fine), `R` is the restriction from fine to coarse, and `E` is a complex shift. The symbol `*ᵥ` applies a matrix to a vector, and `E • 1` is $E$ times the identity. The definition reads

$$x \;\mapsto\; x + P(G-E)^{-1}R\,\bigl(f-(H-E)x\bigr).$$

The residual is restricted, the coarse equation is solved exactly, and the result is interpolated back. Lean gives a singular matrix the inverse zero, so the theorems that rely on a genuine coarse solve assume that $G-E$ is invertible.

```lean
/-- The coarse-grid correction operator `1 - P (G - E)⁻¹ R (H - E)`.
The domain is `G - E` invertible. -/
def coarseCorrection (H : Matrix n n ℂ) (G : Matrix m m ℂ) (P : Matrix n m ℂ)
    (R : Matrix m n ℂ) (E : ℂ) : Matrix n n ℂ :=
  1 - P * (G - E • 1)⁻¹ * R * (H - E • 1)
```

This is the matrix $C = 1-P(G-E)^{-1}R(H-E)$. Its role as the operator acting on the error is the content of the next theorem.

```lean
variable {H : Matrix n n ℂ} {G : Matrix m m ℂ} {P : Matrix n m ℂ} {R : Matrix m n ℂ}
  {v : m → ℂ} {a b E : ℂ}

/-- If `y` solves `(H - E) y = f`, the error `x - y` after one coarse-grid step is the
coarse-grid correction operator applied to the error before it. -/
theorem error_propagation {f y : n → ℂ} (hy : (H - E • 1) *ᵥ y = f) (x : n → ℂ) :
    coarseStep H G P R E f x - y = coarseCorrection H G P R E *ᵥ (x - y) := by
  subst hy
  simp only [coarseStep, coarseCorrection, Matrix.sub_mulVec, Matrix.one_mulVec,
    ← Matrix.mulVec_mulVec, Matrix.mulVec_sub]
  abel
```

Let $y$ be a solution, so $f=(H-E)y$. The residual of $x$ is then $-(H-E)(x-y)$, and the error after the step is

$$(x-y)-P(G-E)^{-1}R(H-E)(x-y)=C(x-y).$$

In the proof, `subst` replaces $f$ by $(H-E)y$, `simp` multiplies out the products, and `abel` matches the remaining sums.

## The factor for one mode

```lean
/-- An eigenvector of `A` with eigenvalue `a` is an eigenvector of `A - E` with
eigenvalue `a - E`. -/
theorem shifted_mulVec {k : Type*} [Fintype k] [DecidableEq k] {A : Matrix k k ℂ}
    {x : k → ℂ} {a : ℂ} (h : A *ᵥ x = a • x) (E : ℂ) :
    (A - E • 1) *ᵥ x = (a - E) • x := by
  rw [Matrix.sub_mulVec, Matrix.smul_mulVec, Matrix.one_mulVec, h, sub_smul]
```

If $Ax=ax$, then $(A-E)x=(a-E)x$. The lemma is stated for any square matrix because it is needed for both $H$ and $G$.

```lean
/-- If `G - E` is invertible, the shift `E` differs from the eigenvalue `b` of every
nonzero eigenvector of `G`. -/
theorem coarse_eigenvalue_ne_shift (hG : G *ᵥ v = b • v) (hv : v ≠ 0)
    (hE : IsUnit (G - E • 1)) : b - E ≠ 0 := by
  intro h
  apply hv
  have h1 : (G - E • 1)⁻¹ *ᵥ ((G - E • 1) *ᵥ v) = v := by
    rw [Matrix.mulVec_mulVec,
      Matrix.nonsing_inv_mul _ ((Matrix.isUnit_iff_isUnit_det _).1 hE), Matrix.one_mulVec]
  rw [shifted_mulVec hG, h, zero_smul, Matrix.mulVec_zero] at h1
  exact h1.symm
```

`IsUnit (G - E • 1)` says that $G-E$ is invertible. Suppose $b=E$. Then $(G-E)v=0$, and applying the inverse gives $v=0$, against the assumption. Hence $b-E\neq0$, and the quotient in the main result is a genuine one. The proof is the same argument, with `h1` recording that the inverse applied to $(G-E)v$ returns $v$.

```lean
/-- Let `R P = 1`, `H P v = a P v` and `G v = b v` with `v` nonzero, and let `G - E` be
invertible. Coarse-grid correction multiplies the mode `P v` by `(b - a) / (b - E)`. -/
theorem coarseCorrection_mode (hRP : R * P = 1) (hH : H *ᵥ (P *ᵥ v) = a • (P *ᵥ v))
    (hG : G *ᵥ v = b • v) (hv : v ≠ 0) (hE : IsUnit (G - E • 1)) :
    coarseCorrection H G P R E *ᵥ (P *ᵥ v) = ((b - a) / (b - E)) • (P *ᵥ v) := by
  have hbE := coarse_eigenvalue_ne_shift hG hv hE
  -- the coarse solve divides `v` by `b - E`
  have hinv : (G - E • 1)⁻¹ *ᵥ v = (b - E)⁻¹ • v := by
    have h1 : (G - E • 1)⁻¹ *ᵥ ((G - E • 1) *ᵥ v) = v := by
      rw [Matrix.mulVec_mulVec,
        Matrix.nonsing_inv_mul _ ((Matrix.isUnit_iff_isUnit_det _).1 hE), Matrix.one_mulVec]
    rw [shifted_mulVec hG, Matrix.mulVec_smul] at h1
    rw [eq_inv_smul_iff₀ hbE]
    exact h1
  have hR : R *ᵥ (P *ᵥ v) = v := by
    rw [Matrix.mulVec_mulVec, hRP, Matrix.one_mulVec]
  have hfac : (b - a) / (b - E) = 1 - (a - E) * (b - E)⁻¹ := by
    rw [div_eq_mul_inv]
    linear_combination mul_inv_cancel₀ hbE
  -- follow the mode through residual, restriction, coarse solve and prolongation
  rw [coarseCorrection, Matrix.sub_mulVec, Matrix.one_mulVec, ← Matrix.mulVec_mulVec,
    shifted_mulVec hH, Matrix.mulVec_smul, ← Matrix.mulVec_mulVec, hR,
    ← Matrix.mulVec_mulVec, hinv, Matrix.mulVec_smul, smul_smul, hfac, sub_smul, one_smul]
```

The hypotheses have a direct physical reading:

- `hRP`, $RP=1$: interpolating a coarse vector and restricting it again returns the same vector. Linear interpolation satisfies this when restriction simply keeps the values at the coarse points, but not with full weighting, which averages over neighbouring fine points. That standard multigrid pair is therefore outside the theorem.
- `hH`, $HPv=aPv$: the interpolated mode is an exact fine eigenvector. This is an idealisation, since interpolation usually produces only an approximate one.
- `hG` and `hv`: $v$ is a nonzero coarse eigenvector with eigenvalue $b$.
- `hE`: the shift is not an eigenvalue of $G$.

Neither matrix is assumed Hermitian, so $a$ and $b$ may be complex. The shift $E$ may be complex in any case. To find the factor, follow $Pv$ through the step:

$$(H-E)Pv=(a-E)Pv,\qquad R(a-E)Pv=(a-E)v,$$

$$(G-E)^{-1}(a-E)v=\frac{a-E}{b-E}\,v.$$

Interpolating and subtracting from $Pv$ gives

$$C\,Pv=\left(1-\frac{a-E}{b-E}\right)Pv=\frac{b-a}{b-E}\,Pv.$$

The code prepares three facts: `hinv` for the coarse solve, `hR` for $RPv=v$, and `hfac` for the algebra of the factor. The final `rw` substitutes them in the order of the calculation above.

The formula shows where the trouble comes from. The right correction would divide the residual by $a-E$, but the coarse grid divides by $b-E$. If the coarse eigenvalue lies much nearer to the shift than the fine one does, the correction is too large.

```lean
/-- Let `R P = 1`, `H P v = a P v` and `G v = b v` with `v` nonzero, and let `G - E` be invertible.
In any norm `N`, coarse-grid correction amplifies the mode `P v` exactly when `|b - E| < |b - a|`.
-/
theorem amplifies_iff (N : Seminorm ℂ (n → ℂ)) (hN : ∀ x, N x = 0 → x = 0)
    (hRP : R * P = 1) (hH : H *ᵥ (P *ᵥ v) = a • (P *ᵥ v))
    (hG : G *ᵥ v = b • v) (hv : v ≠ 0) (hE : IsUnit (G - E • 1)) :
    N (P *ᵥ v) < N (coarseCorrection H G P R E *ᵥ (P *ᵥ v)) ↔ ‖b - E‖ < ‖b - a‖ := by
  -- restriction recovers `v`, so the prolonged mode is not zero
  have hP : P *ᵥ v ≠ 0 := by
    intro h
    apply hv
    rw [← Matrix.one_mulVec v, ← hRP, ← Matrix.mulVec_mulVec, h, Matrix.mulVec_zero]
  have hpos : 0 < N (P *ᵥ v) :=
    lt_of_le_of_ne (apply_nonneg N _) (fun h => hP (hN _ h.symm))
  have hbE := norm_pos_iff.2 (coarse_eigenvalue_ne_shift hG hv hE)
  rw [coarseCorrection_mode hRP hH hG hv hE, map_smul_eq_mul, norm_div,
    lt_mul_iff_one_lt_left hpos, one_lt_div hbE]
```

A `Seminorm` that vanishes only at the zero vector, as `hN` requires, is a norm. The criterion therefore holds for the Euclidean norm, the maximum norm or any other. On complex numbers, `‖ ‖` is the modulus.

First, $Pv\neq0$, since otherwise $v=RPv=0$. So $N(Pv)>0$, and

$$N(C\,Pv)=\frac{|b-a|}{|b-E|}\,N(Pv).$$

This exceeds $N(Pv)$ exactly when $|b-E|<|b-a|$. The facts `hP` and `hpos` supply the positivity, and the last two lemmas in the `rw` divide the inequality first by $N(Pv)$ and then clear the denominator $|b-E|$.

The condition $RP=1$ matters even with one point on each grid. Take $H=G=P=v=1$, $E=0$ and $R=3$, so that $a=b=1$ and every other hypothesis holds. The formula would give the factor $0$ and the criterion would deny any growth. In fact $C=1-3=-2$, and the error doubles in size. A restriction with the wrong scale can spoil a coarse operator whose eigenvalue is exactly right.

## Repetition, the Galerkin operator and real shifts

```lean
/-- Let `R P = 1`, `H P v = a P v` and `G v = b v` with `v` nonzero, and let `G - E` be invertible.
Then `k` successive coarse-grid corrections multiply the mode `P v` by the `k`-th power of
`(b - a) / (b - E)`. -/
theorem repeated_correction (hRP : R * P = 1) (hH : H *ᵥ (P *ᵥ v) = a • (P *ᵥ v))
    (hG : G *ᵥ v = b • v) (hv : v ≠ 0) (hE : IsUnit (G - E • 1)) (k : ℕ) :
    (coarseCorrection H G P R E ^ k) *ᵥ (P *ᵥ v)
      = ((b - a) / (b - E)) ^ k • (P *ᵥ v) := by
  induction k with
  | zero => simp
  | succ k ih =>
    rw [pow_succ (coarseCorrection H G P R E), ← Matrix.mulVec_mulVec,
      coarseCorrection_mode hRP hH hG hv hE, Matrix.mulVec_smul, ih, smul_smul, pow_succ']
```

With $\lambda=(b-a)/(b-E)$, the claim is $C^kPv=\lambda^kPv$. For $k=0$ both sides are $Pv$. The induction step is

$$C^{k+1}Pv=C^k(C\,Pv)=\lambda\,C^kPv=\lambda^{k+1}Pv.$$

An amplified mode thus grows geometrically if coarse corrections are repeated with nothing in between.

```lean
/-- With the Galerkin coarse operator `R H P`, where `R P = 1` and `R H P - E` is invertible,
coarse-grid correction removes every eigenmode of `H` of the form `P v`. -/
theorem galerkin_removes_mode (hRP : R * P = 1) (hH : H *ᵥ (P *ᵥ v) = a • (P *ᵥ v))
    (hE : IsUnit (R * H * P - E • 1)) :
    coarseCorrection H (R * H * P) P R E *ᵥ (P *ᵥ v) = 0 := by
  rcases eq_or_ne v 0 with rfl | hv
  · simp
  -- the Galerkin operator inherits the fine eigenvalue
  have hG : (R * H * P) *ᵥ v = a • v := by
    rw [← Matrix.mulVec_mulVec, ← Matrix.mulVec_mulVec, hH, Matrix.mulVec_smul,
      Matrix.mulVec_mulVec, hRP, Matrix.one_mulVec]
  rw [coarseCorrection_mode hRP hH hG hv hE, sub_self, zero_div, zero_smul]
```

The Galerkin choice builds the coarse operator from the fine one as $G=RHP$. Then

$$Gv=RHPv=aRPv=av,$$

so $b=a$ and the factor is zero: one correction removes the mode completely. The proof treats $v=0$ separately, where there is nothing to remove, and otherwise derives `hG` and applies the main theorem. The result concerns eigenmodes of the form $Pv$. It makes no statement about the rest of the error.

```lean
/-- Let `R P = 1`, `H P v = a P v` and `G v = b v` with `v` nonzero and `a`, `b`, `E` real, and
let `G - E` be invertible. If `E` lies strictly between `a` and `b`, coarse-grid correction
amplifies the mode `P v` in any norm. -/
theorem amplifies_of_shift_between {a b E : ℝ} (N : Seminorm ℂ (n → ℂ))
    (hN : ∀ x, N x = 0 → x = 0) (hRP : R * P = 1)
    (hH : H *ᵥ (P *ᵥ v) = (a : ℂ) • (P *ᵥ v)) (hG : G *ᵥ v = (b : ℂ) • v) (hv : v ≠ 0)
    (hE : IsUnit (G - (E : ℂ) • 1)) (hab : (a < E ∧ E < b) ∨ (b < E ∧ E < a)) :
    N (P *ᵥ v) < N (coarseCorrection H G P R (E : ℂ) *ᵥ (P *ᵥ v)) := by
  refine (amplifies_iff N hN hRP hH hG hv hE).2 ?_
  rw [← Complex.ofReal_sub, ← Complex.ofReal_sub, Complex.norm_real, Complex.norm_real,
    Real.norm_eq_abs, Real.norm_eq_abs]
  rcases hab with ⟨h1, h2⟩ | ⟨h1, h2⟩
  · have h3 : 0 < b - E := by linarith
    have h4 : 0 < b - a := by linarith
    rw [abs_of_pos h3, abs_of_pos h4]
    linarith
  · have h3 : b - E < 0 := by linarith
    have h4 : b - a < 0 := by linarith
    rw [abs_of_neg h3, abs_of_neg h4]
    linarith
```

Now $a$, $b$ and $E$ are real. If $E$ lies strictly between $a$ and $b$, its distance from $b$ is smaller than that of $a$, so the criterion is met. The proof turns complex moduli into real absolute values and treats the two orderings of $a$ and $b$ in turn. In this situation $a-E$ and $b-E$ have opposite signs, so the coarse grid corrects the mode in the wrong direction.

Lying between the eigenvalues is sufficient but not necessary. A shift on the far side of $b$, closer to $b$ than $a$ is, also meets the criterion.

## A ring of four sites

```lean
/-- The lattice Laplacian on a ring of four sites. -/
def ringFine : Matrix (Fin 4) (Fin 4) ℂ :=
  !![2, -1, 0, -1; -1, 2, -1, 0; 0, -1, 2, -1; -1, 0, -1, 2]
```

The fine operator is the lattice Laplacian with periodic ends: $2$ on the diagonal and $-1$ between neighbours.

```lean
/-- The lattice Laplacian on a ring of two sites, which are joined by two bonds. -/
def ringCoarse : Matrix (Fin 2) (Fin 2) ℂ := !![2, -2; -2, 2]
```

On a ring of two sites, each site meets the other through two bonds, hence the entries $-2$. Neither Laplacian carries a factor for the lattice spacing, so the pair illustrates the algebra and is not one continuum problem discretised on two grids. For that, the coarse matrix would be divided by $4$, since its spacing is twice as large. The mode studied below would then have $b=1$ instead of $4$, with $a=2$ unchanged: the shift $E=3$ would give the factor $1/2$, and $E=3/2$ would give $2$.

```lean
/-- Prolongation that copies each coarse value to a pair of neighbouring fine sites. -/
def pairP : Matrix (Fin 4) (Fin 2) ℂ := !![1, 0; 1, 0; 0, 1; 0, 1]
```

Prolongation copies each coarse value to two neighbouring sites.

```lean
/-- Restriction that averages over each pair of fine sites. -/
def pairR : Matrix (Fin 2) (Fin 4) ℂ := !![1/2, 1/2, 0, 0; 0, 0, 1/2, 1/2]
```

Restriction takes the average over each pair, which returns the copied value, so $RP=1$.

```lean
/-- The ring Laplacians with pairwise averaging and the alternating coarse mode `(1, -1)` meet all
the conditions of `coarseCorrection_mode`, with `a = 2`, `b = 4` and `E = 3`. -/
theorem coarseCorrection_mode_witness :
    pairR * pairP = 1 ∧
    ringFine *ᵥ (pairP *ᵥ ![1, -1]) = (2 : ℂ) • (pairP *ᵥ ![1, -1]) ∧
    ringCoarse *ᵥ ![1, -1] = (4 : ℂ) • ![1, -1] ∧
    (![1, -1] : Fin 2 → ℂ) ≠ 0 ∧
    IsUnit (ringCoarse - (3 : ℂ) • 1) := by
  refine ⟨?_, ?_, ?_, ?_, ?_⟩
  · ext i j
    fin_cases i <;> fin_cases j <;>
      norm_num [pairR, pairP, Matrix.mul_apply, Fin.sum_univ_succ]
  · ext i
    fin_cases i <;>
      norm_num [ringFine, pairP, Matrix.mulVec, dotProduct, Fin.sum_univ_succ]
  · ext i
    fin_cases i <;>
      norm_num [ringCoarse, Matrix.mulVec, dotProduct, Fin.sum_univ_succ]
  · intro h
    have h0 := congrFun h 0
    simp at h0
  · rw [Matrix.isUnit_iff_isUnit_det, Matrix.det_fin_two, isUnit_iff_ne_zero]
    norm_num [ringCoarse]

end

end CoarseGridCorrection
```

The theorem checks the five hypotheses for $v=(1,-1)$, for which $Pv=(1,1,-1,-1)$. Normalised, these are $(1,-1)/\sqrt2$ and $(1,1,-1,-1)/2$; the eigenvalues and the factor are unaffected. At the first fine site, $2\cdot1-1\cdot1-1\cdot(-1)=2$, and the other sites follow the same pattern, so $a=2$. On the coarse ring, $Gv=(4,-4)$, so $b=4$. For $E=3$ the determinant of $G-E$ is $(-1)^2-(-2)^2=-3$, and the matrix is invertible. The code checks the matrix identities entry by entry with `fin_cases` and `norm_num`.

Putting these values into `coarseCorrection_mode` gives the factor $(4-2)/(4-3)=2$. Each coarse-grid correction doubles this component of the error.

```lean
#print axioms CoarseGridCorrection.coarseCorrection_mode
#print axioms CoarseGridCorrection.repeated_correction
#print axioms CoarseGridCorrection.galerkin_removes_mode
#print axioms CoarseGridCorrection.amplifies_of_shift_between
```

```
'CoarseGridCorrection.coarseCorrection_mode' depends on axioms: [propext, Classical.choice, Quot.sound]
'CoarseGridCorrection.repeated_correction' depends on axioms: [propext, Classical.choice, Quot.sound]
'CoarseGridCorrection.galerkin_removes_mode' depends on axioms: [propext, Classical.choice, Quot.sound]
'CoarseGridCorrection.amplifies_of_shift_between' depends on axioms: [propext, Classical.choice, Quot.sound]
```
